# Two energies with the same perturbation coefficients and factorial error bounds differ by an exponentially small amount at weak coupling

Suppose two energies `f` and `h`, as functions of a coupling g > 0, share the perturbation coefficients `a`, and the sum of the first n terms misses them by at most C n! gⁿ and C′ n! gⁿ respectively, for every g > 0 and every n. The theorem `ambiguity_le` says that they then differ by at most (C + C′)/(1 − θ) · exp(−θ/g), for every rate 0 ≤ θ < 1. The energies are arbitrary real functions here: no Hamiltonian appears, the error bounds are assumed, and the series need not converge. The proof bounds the difference at each order n by the triangle inequality, multiplies by (θ/g)ⁿ/n! and sums over n, which gives an exponential on the left and a geometric series on the right.

This version doesn't compile in Lean 4 with Mathlib:

```lean
import Mathlib

open MeasureTheory Set

namespace AmbiguityLe

noncomputable section

/-- The energy `f` has the perturbation coefficients `a` with factorial error bounds:
for every coupling `g > 0` and every order `n`, the error of the sum of the first `n` terms
is at most `C n! g^n`. -/
def FactorialBound (f : ℝ → ℝ) (a : ℕ → ℝ) (C : ℝ) : Prop :=
  ∀ g : ℝ, 0 < g → ∀ n : ℕ,
    |f g - ∑ k ∈ Finset.range n, a k * g ^ k| ≤ C * n.factorial * g ^ n

/-- Two energies with the same coefficients and factorial bounds differ at `g > 0` by at most
`(C + C')/(1 - θ) exp(-θ/g)`, for every rate `0 ≤ θ < 1`. -/
theorem ambiguity_le {f h : ℝ → ℝ} {a : ℕ → ℝ} {C C' θ : ℝ}
    (hf : FactorialBound f a C) (hh : FactorialBound h a C')
    (h0 : 0 ≤ θ) (h1 : θ < 1) {g : ℝ} (hg : 0 < g) :
    |f g - h g| ≤ (C + C') / (1 - θ) * Real.exp (-θ / g) := by
  have hd (n : ℕ) : |f g - h g| ≤ (C + C') * n.factorial * g ^ n := by
    have h2 := abs_sub_le (f g) (∑ k ∈ Finset.range n, a k * g ^ k) (h g)
    rw [abs_sub_comm _ (h g)] at h2
    linarith [hf g hg n, hh g hg n]
  -- weight the bound of order n with (θ/g)^n / n! and sum over n
  have hexp : HasSum (fun n : ℕ => (θ / g) ^ n / (n.factorial : ℝ)) (Real.exp (θ / g)) := by
    rw [Real.exp_eq_exp_ℝ]
    exact NormedSpace.expSeries_div_hasSum_exp _
  have key : |f g - h g| * Real.exp (θ / g) ≤ (C + C') * (1 - θ)⁻¹ := by
    refine hasSum_le (fun n => ?_) (hexp.mul_left _)
      ((hasSum_geometric_of_lt_one h0 h1).mul_left (C + C'))
    calc |f g - h g| * ((θ / g) ^ n / n.factorial)
        ≤ (C + C') * n.factorial * g ^ n * ((θ / g) ^ n / n.factorial) :=
          mul_le_mul_of_nonneg_right (hd n) (by positivity)
      _ = (C + C') * θ ^ n := by
          have hn : (n.factorial : ℝ) ≠ 0 := by positivity
          rw [div_pow]
          field_simp
  rw [neg_div, Real.exp_neg, ← div_eq_mul_inv, le_div_iff₀ (Real.exp_pos _),
    div_eq_mul_inv (C + C')]
  exact key

end

end AmbiguityLe
```

Lean reports:

```
Main.lean:25:4: error: linarith failed to find a contradiction
f h : ℝ → ℝ
a : ℕ → ℝ
C C' θ : ℝ
hf : FactorialBound f a C
hh : FactorialBound h a C'
h0 : 0 ≤ θ
h1 : θ < 1
g : ℝ
hg : 0 < g
n : ℕ
h2 : |h g - f g| ≤ |f g - ∑ k ∈ Finset.range n, a k * g ^ k| + |∑ k ∈ Finset.range n, a k * g ^ k - h g|
a✝ : (C + C') * ↑n.factorial * g ^ n < |f g - h g|
⊢ False
failed
```

Lean accepts the file once it reads:

```diff
@@ -22,5 +22,5 @@
   have hd (n : ℕ) : |f g - h g| ≤ (C + C') * n.factorial * g ^ n := by
     have h2 := abs_sub_le (f g) (∑ k ∈ Finset.range n, a k * g ^ k) (h g)
-    rw [abs_sub_comm _ (h g)] at h2
+    rw [abs_sub_comm (∑ k ∈ Finset.range n, a k * g ^ k) (h g)] at h2
     linarith [hf g hg n, hh g hg n]
   -- weight the bound of order n with (θ/g)^n / n! and sum over n
```

The error is in the triangle inequality step. `abs_sub_le` gives `h2` with |f g − h g| on the left and, as the last term on the right, |∑ − h g|, where ∑ is the partial sum. The bound from `hh` is about |h g − ∑|, so that last term has to be turned round.

The rewrite `abs_sub_comm _ (h g)` leaves the first argument open, so its pattern is any |_ − h g|. It matched the left side first, which fixed the placeholder as `f g`. The message shows the result: `h2` now begins with |h g − f g|, and |∑ − h g| is unchanged. `linarith` treats these absolute values as unrelated to their reversed forms, so `h2` no longer connected with the goal or with the bound from `hh`, and no contradiction was found.

The repair writes the partial sum out as the first argument. The rewrite can then only turn |∑ − h g| into |h g − ∑|, the left side stays as the goal has it, and `linarith` can add the two error bounds.
